# Observables carried by copied walkers: the block-matrix power and its pure-estimator limit under geometric convergence

In diffusion Monte Carlo with importance sampling, for a ground state without nodes, the walkers settle into a density proportional to $\psi_T\psi_0$, the trial function times the ground state. Averaging a local observable $O$ over them gives the mixed estimator $\langle\psi_T|O|\psi_0\rangle/\langle\psi_T|\psi_0\rangle$. I usually want the pure value $\langle\psi_0|O|\psi_0\rangle$, with $\psi_0$ normalised. The recipe I know gives every walker an accumulator, adds the current value of $O$ to it after each step, and copies it whenever the walker is copied. At the end the accumulators are averaged over the survivors and divided by the number of steps.

I can see that the surviving descendants supply the missing weight, but I would like an exact statement. What operator does the accumulator represent after $n$ steps, and under what condition does its average become the pure estimator? Can both be made rigorous and machine-checked?

## One block matrix carries both the population and its record

Yes, at the level of the operators that the walkers sample. Let $G$ be the propagator for one time step, $w$ the walker population as a vector, and $a$ the population weighted by the accumulators. Copying a walker together with its accumulator means that $a$ is propagated by the same $G$ as $w$. The new measurement then adds $O$ acting on the propagated population:

$$
\begin{pmatrix} a\\ w\end{pmatrix}\mapsto
\begin{pmatrix} G & OG\\ 0 & G\end{pmatrix}
\begin{pmatrix} a\\ w\end{pmatrix}.
$$

Define

$$A_n=\sum_{k=0}^{n-1}G^kOG^{n-k}.$$

In each term $O$ is measured after $n-k$ steps, and $k$ further steps follow. For $n+1$ steps, the term $k=0$ is the newest measurement, $OG^{n+1}$. Writing $k=j+1$ in the other terms takes a factor $G$ out on the left:

$$A_{n+1}=OG^{n+1}+\sum_{j=0}^{n-1}G\,G^jOG^{n-j}=GA_n+OG^{n+1}.$$

This is the upper-right entry obtained when one more block step multiplies the $n$-step matrix from the left. Since $A_0=0$, induction gives

$$
\begin{pmatrix} G & OG\\ 0 & G\end{pmatrix}^{n}=
\begin{pmatrix} G^n & A_n\\ 0 & G^n\end{pmatrix}.
$$

Starting from $a=0$ and $w=w_0$, the accumulator is therefore $A_nw_0$ and the population is $G^nw_0$.

The same recursion describes a response. Let $F_n(t)=((1+tO)G)^n$ with $t$ real, so that every step is weakly reweighted by the observable. Then $F_{n+1}=(1+tO)G\,F_n$, and if $F_n'(0)=A_n$, the product rule gives $F_{n+1}'(0)=OG\,G^n+GA_n=A_{n+1}$. As $F_0$ is constant, $F_n'(0)=A_n$ for all $n$.

## A gap makes the end effects bounded

Suppose now that $\|G^k-P\|\le Cr^k$ for all $k\ge 0$, with $0\le r<1$. For $G=e^{-\tau(H-E_0)}$, with time step $\tau$, ground-state energy $E_0$ and an energy gap $\Delta$ above it, $P$ is the ground-state projector and $r=e^{-\tau\Delta}$. The constant $C$ bounds the size of the excited part that has yet to decay.

Setting $k=0$ shows $C\ge0$, and the triangle inequality gives $\|G^m\|\le\|P\|+C$. For a measurement with $m$ steps before it and $k$ after it,

$$G^kOG^m-POP=(G^k-P)OG^m+PO(G^m-P),$$

so the norm of the difference is at most

$$C\|O\|(\|P\|+C)\,r^k+\|P\|\|O\|C\,r^m.$$

The first part is large only near the end of the run, where descendants have been followed for only a few steps, and the second only near the start, where the population has not relaxed. With $m=n-k$, both $\sum_{k<n}r^k$ and $\sum_{k<n}r^{n-k}$ are at most $1/(1-r)$. Hence

$$\|A_n-n\,POP\|\le\frac{C\|O\|(\|P\|+C)+\|P\|\|O\|C}{1-r}.$$

The right side does not depend on $n$, so $A_n/n\to POP$ with an error of at most order $1/n$. Let $f$ be a continuous linear readout, such as the total population reached from $w_0$ on a finite grid, with $f(P)\ne0$. Since $G^n\to P$,

$$\frac{f(A_n)}{n\,f(G^n)}=\frac{f(A_n/n)}{f(G^n)}\longrightarrow\frac{f(POP)}{f(P)}.$$

For a normalised, non-degenerate ground state, $P=|\psi_0\rangle\langle\psi_0|$ and $POP=\langle\psi_0|O|\psi_0\rangle P$. The readout cancels, and the pure expectation value remains.

A two-site example satisfies the hypothesis. A walker stays with weight $3/4$ and hops with weight $1/4$, so

$$G=P+\tfrac12Q,\qquad
P=\tfrac12\begin{pmatrix}1&1\\1&1\end{pmatrix},\qquad
Q=\tfrac12\begin{pmatrix}1&-1\\-1&1\end{pmatrix}.$$

Because $P^2=P$, $Q^2=Q$, $PQ=QP=0$ and $P+Q=1$, we get $G^k=P+2^{-k}Q$ for every $k\ge0$. Thus $r=1/2$ and $C=\|Q\|$.

## The Lean file

```lean
import Mathlib

open Filter Topology
open scoped Matrix.Norms.Operator

namespace PureEstimator

noncomputable section

/-- One step for the pair (accumulator, walkers): both are propagated by `G`, and the observable
`O` of the propagated walkers is added to the accumulator. -/
def walkerStep {R : Type*} [Ring R] (G O : R) : Matrix (Fin 2) (Fin 2) R :=
  !![G, O * G; 0, G]

/-- The observable accumulated in `n` steps: `O` is inserted once, after `n - k` steps, and
followed by the remaining `k` steps, summed over `k < n`. -/
def accumulated {R : Type*} [Ring R] (G O : R) (n : ℕ) : R :=
  ∑ k ∈ Finset.range n, G ^ k * O * G ^ (n - k)

/-- A further step propagates the old accumulator and adds one new measurement. -/
theorem accumulated_succ {R : Type*} [Ring R] (G O : R) (n : ℕ) :
    accumulated G O (n + 1) = G * accumulated G O n + O * G ^ (n + 1) := by
  unfold accumulated
  rw [Finset.sum_range_succ', Finset.mul_sum]
  congr 1
  · refine Finset.sum_congr rfl fun k _ => ?_
    rw [Nat.add_sub_add_right, pow_succ']
    simp only [mul_assoc]
  · simp

/-- After `n` block steps the diagonal holds the `n`-step propagator and the upper-right entry
holds the accumulated observable. -/
theorem walkerStep_pow {R : Type*} [Ring R] (G O : R) (n : ℕ) :
    walkerStep G O ^ n = !![G ^ n, accumulated G O n; 0, G ^ n] := by
  induction n with
  | zero =>
    ext i j
    fin_cases i <;> fin_cases j <;> simp [accumulated]
  | succ n ih =>
    rw [pow_succ', ih, accumulated_succ]
    ext i j
    fin_cases i <;> fin_cases j <;>
      simp [walkerStep, Matrix.mul_apply, Fin.sum_univ_two, pow_succ', mul_assoc]

section Limit

variable {R : Type*} [NormedRing R] [NormedAlgebra ℝ R]

/-- The accumulated observable is the first-order response of the `n`-step propagator when every
step is reweighted by `1 + t O`. -/
theorem hasDerivAt_reweighted (G O : R) (n : ℕ) :
    HasDerivAt (fun t : ℝ => ((1 + t • O) * G) ^ n) (accumulated G O n) 0 := by
  have h1 : HasDerivAt (fun t : ℝ => (1 + t • O) * G) (O * G) 0 :=
    ((((hasDerivAt_id (0 : ℝ)).smul_const O).const_add (1 : R)).mul_const G).congr_deriv
      (by simp)
  induction n with
  | zero => simpa [accumulated] using hasDerivAt_const (0 : ℝ) (1 : R)
  | succ n ih =>
    -- product rule for one more reweighted step
    have h2 := h1.mul ih
    simp only [pow_succ']
    exact h2.congr_deriv (by
      rw [accumulated_succ]
      simp [pow_succ', mul_assoc, add_comm])

/-- If the powers of `G` approach `P` geometrically, the accumulated observable differs from
`n` times `P O P` by an amount bounded independently of the number of steps. -/
theorem accumulated_error_bound {G P : R} {C r : ℝ} (O : R) (hr0 : 0 ≤ r) (hr1 : r < 1)
    (h : ∀ k : ℕ, ‖G ^ k - P‖ ≤ C * r ^ k) (n : ℕ) :
    ‖accumulated G O n - (n : ℝ) • (P * O * P)‖ ≤
      (C * ‖O‖ * (‖P‖ + C) + ‖P‖ * ‖O‖ * C) / (1 - r) := by
  have hC : 0 ≤ C := by
    have h0 := (norm_nonneg _).trans (h 0)
    simpa using h0
  have hG : ∀ m : ℕ, ‖G ^ m‖ ≤ ‖P‖ + C := by
    intro m
    have h1 : ‖G ^ m‖ ≤ ‖P‖ + ‖G ^ m - P‖ := by
      calc ‖G ^ m‖ = ‖P + (G ^ m - P)‖ := by congr 1; abel
        _ ≤ _ := norm_add_le _ _
    have h2 : C * r ^ m ≤ C := mul_le_of_le_one_right hC (pow_le_one₀ hr0 hr1.le)
    linarith [h m]
  -- the error of a single insertion decays away from both ends of the path
  have hterm : ∀ k m : ℕ, ‖G ^ k * O * G ^ m - P * O * P‖ ≤
      C * ‖O‖ * (‖P‖ + C) * r ^ k + ‖P‖ * ‖O‖ * C * r ^ m := by
    intro k m
    have e : G ^ k * O * G ^ m - P * O * P =
        (G ^ k - P) * O * G ^ m + P * O * (G ^ m - P) := by
      simp only [sub_mul, mul_sub]
      abel
    rw [e]
    calc _ ≤ ‖(G ^ k - P) * O * G ^ m‖ + ‖P * O * (G ^ m - P)‖ := norm_add_le _ _
      _ ≤ ‖G ^ k - P‖ * ‖O‖ * ‖G ^ m‖ + ‖P‖ * ‖O‖ * ‖G ^ m - P‖ := by
        refine add_le_add ((norm_mul_le _ _).trans ?_) ((norm_mul_le _ _).trans ?_)
        · exact mul_le_mul_of_nonneg_right (norm_mul_le _ _) (norm_nonneg _)
        · exact mul_le_mul_of_nonneg_right (norm_mul_le _ _) (norm_nonneg _)
      _ ≤ (C * r ^ k) * ‖O‖ * (‖P‖ + C) + ‖P‖ * ‖O‖ * (C * r ^ m) := by
        gcongr
        · exact h k
        · exact hG m
        · exact h m
      _ = _ := by ring
  have hpos : 0 < 1 - r := by linarith
  have hS : (∑ k ∈ Finset.range n, r ^ k) * (1 - r) ≤ 1 := by
    have := mul_neg_geom_sum r n
    nlinarith [pow_nonneg hr0 n]
  have hT : (∑ k ∈ Finset.range n, r ^ (n - k)) * (1 - r) ≤ 1 := by
    have e : ∀ m : ℕ, (∑ k ∈ Finset.range m, r ^ (m - k)) * (1 - r) = r - r ^ (m + 1) := by
      intro m
      induction m with
      | zero => simp
      | succ m ih =>
        rw [Finset.sum_range_succ']
        simp only [Nat.add_sub_add_right, Nat.sub_zero]
        linear_combination ih
    rw [e n]
    linarith [pow_nonneg hr0 (n + 1)]
  have hsum : accumulated G O n - (n : ℝ) • (P * O * P) =
      ∑ k ∈ Finset.range n, (G ^ k * O * G ^ (n - k) - P * O * P) := by
    rw [Finset.sum_sub_distrib, Finset.sum_const, Finset.card_range,
      Nat.cast_smul_eq_nsmul, accumulated]
  rw [hsum, le_div_iff₀ hpos]
  have hle := norm_sum_le_of_le (Finset.range n) (fun k _ => hterm k (n - k))
  rw [Finset.sum_add_distrib, ← Finset.mul_sum, ← Finset.mul_sum] at hle
  have ha : 0 ≤ C * ‖O‖ * (‖P‖ + C) := by positivity
  have hb : 0 ≤ ‖P‖ * ‖O‖ * C := by positivity
  have h1 := mul_le_mul_of_nonneg_right hle hpos.le
  have h2 := mul_le_mul_of_nonneg_left hS ha
  have h3 := mul_le_mul_of_nonneg_left hT hb
  linarith

/-- If the powers of `G` approach `P` geometrically, the accumulated observable per step converges
to `P O P`. -/
theorem accumulated_average_tendsto {G P : R} {C r : ℝ} (O : R) (hr0 : 0 ≤ r) (hr1 : r < 1)
    (h : ∀ k : ℕ, ‖G ^ k - P‖ ≤ C * r ^ k) :
    Tendsto (fun n : ℕ => (n : ℝ)⁻¹ • accumulated G O n) atTop (𝓝 (P * O * P)) := by
  rw [tendsto_iff_norm_sub_tendsto_zero]
  refine squeeze_zero' (Eventually.of_forall fun n => norm_nonneg _) ?_
    (tendsto_const_div_atTop_nhds_zero_nat
      ((C * ‖O‖ * (‖P‖ + C) + ‖P‖ * ‖O‖ * C) / (1 - r)))
  filter_upwards [eventually_gt_atTop 0] with n hn
  have hn' : (0 : ℝ) < n := Nat.cast_pos.mpr hn
  have e : (n : ℝ)⁻¹ • accumulated G O n - P * O * P =
      (n : ℝ)⁻¹ • (accumulated G O n - (n : ℝ) • (P * O * P)) := by
    rw [smul_sub, inv_smul_smul₀ hn'.ne']
  rw [e, norm_smul, Real.norm_of_nonneg (inv_nonneg.mpr hn'.le), div_eq_inv_mul _ (n : ℝ)]
  exact mul_le_mul_of_nonneg_left (accumulated_error_bound O hr0 hr1 h n)
    (inv_nonneg.mpr hn'.le)

/-- If the powers of `G` approach `P` geometrically and `f` is a continuous linear readout with `f P
≠ 0`, then `f` of the accumulated observable divided by the number of steps and by the propagated
population converges to `f (P O P) / f P`. -/
theorem pure_estimator_tendsto {G P : R} {C r : ℝ} (O : R) (hr0 : 0 ≤ r) (hr1 : r < 1)
    (h : ∀ k : ℕ, ‖G ^ k - P‖ ≤ C * r ^ k) (f : R →L[ℝ] ℝ) (hf : f P ≠ 0) :
    Tendsto (fun n : ℕ => f (accumulated G O n) / (n * f (G ^ n))) atTop
      (𝓝 (f (P * O * P) / f P)) := by
  have hG : Tendsto (fun n : ℕ => G ^ n) atTop (𝓝 P) := by
    rw [tendsto_iff_norm_sub_tendsto_zero]
    refine squeeze_zero (fun n => norm_nonneg _) h ?_
    simpa using (tendsto_pow_atTop_nhds_zero_of_lt_one hr0 hr1).const_mul C
  have hA := (f.continuous.tendsto _).comp (accumulated_average_tendsto O hr0 hr1 h)
  refine (hA.div ((f.continuous.tendsto _).comp hG) hf).congr fun n => ?_
  simp only [Pi.div_apply, Function.comp_apply, map_smul, smul_eq_mul]
  ring

end Limit

/-- For a walker on two sites that stays with weight 3/4 and hops with weight 1/4, the powers of the
step matrix approach the uniform projector geometrically, with ratio 1/2. -/
theorem geometric_convergence_witness (k : ℕ) :
    ‖(!![3/4, 1/4; 1/4, 3/4] : Matrix (Fin 2) (Fin 2) ℝ) ^ k - !![1/2, 1/2; 1/2, 1/2]‖ ≤
      ‖(!![1/2, -1/2; -1/2, 1/2] : Matrix (Fin 2) (Fin 2) ℝ)‖ * (1/2) ^ k := by
  have e : (!![3/4, 1/4; 1/4, 3/4] : Matrix (Fin 2) (Fin 2) ℝ) ^ k =
      !![1/2, 1/2; 1/2, 1/2] + ((1/2 : ℝ) ^ k) • !![1/2, -1/2; -1/2, 1/2] := by
    induction k with
    | zero =>
      ext i j
      fin_cases i <;> fin_cases j <;> norm_num
    | succ k ih =>
      rw [pow_succ, ih]
      ext i j
      fin_cases i <;> fin_cases j <;>
        simp [Matrix.mul_apply, Fin.sum_univ_two, pow_succ] <;> ring
  rw [e, add_sub_cancel_left, norm_smul, Real.norm_of_nonneg (by positivity), mul_comm]

end

end PureEstimator
```

```lean
#print axioms PureEstimator.walkerStep_pow
-- 'PureEstimator.walkerStep_pow' depends on axioms: [propext, Classical.choice, Quot.sound]
#print axioms PureEstimator.hasDerivAt_reweighted
-- 'PureEstimator.hasDerivAt_reweighted' depends on axioms: [propext, Classical.choice, Quot.sound]
#print axioms PureEstimator.pure_estimator_tendsto
-- 'PureEstimator.pure_estimator_tendsto' depends on axioms: [propext, Classical.choice, Quot.sound]
```

## What the Lean objects stand for

`walkerStep G O` is the block step and `accumulated G O n` is $A_n$. For `walkerStep_pow`, `R` is any ring with unit. Multiplication need not commute, which is essential because a useful $O$ generally does not commute with $G$. The entries of the $2\times2$ matrix are themselves elements of `R`, so they can be matrices or operators.

The later theorems take `R` to be a normed algebra over the reals. Matrices of fixed size and bounded operators qualify; an unbounded observable does not. The derivative in `hasDerivAt_reweighted` is taken in the real variable `t` at zero. Geometric convergence is the hypothesis `h`, assumed for a general `G` and derived only for the two-site step. The readout is `f : R →L[ℝ] ℝ`, and `hf : f P ≠ 0` says that it sees the limiting population. Any `n` at which the denominator vanishes does not affect the limit, because $f(G^n)$ tends to a nonzero number.

`pure_estimator_tendsto` gives the limit $f(POP)/f(P)$ without assuming that $P$ has rank one. With a degenerate ground state this limit can depend on the readout, so identifying it with a single expectation value needs the non-degeneracy used above.

The hypothesis also fixes the normalisation: for a nonzero $P$, the leading eigenvalue of $G$ must be exactly 1. A constant factor $\lambda\neq0$ in $G$ multiplies both $A_n$ and $G^n$ by $\lambda^n$ and drops out of the ratio, so a constant energy offset does no harm there. Random sampling, population control and the time-step error of an approximate $G$ are absent from the model.

## How the proof follows the derivation

`accumulated_succ` is the recursion for $A_{n+1}$. `walkerStep_pow` uses it in an induction: `pow_succ'` puts the new block step on the left, and `fin_cases` splits the identity into its four entries, which `simp` proves. In `hasDerivAt_reweighted`, `h1` differentiates a single reweighted step, `h1.mul ih` is the product rule, and the same recursion identifies the result.

In `accumulated_error_bound`, `hG` bounds the powers of $G$ and `hterm` is the two-part estimate for one measurement. `hS` and `hT` bound the two geometric sums, each multiplied by $1-r$, and `hsum` distributes $n\,POP$ over the $n$ terms. `accumulated_average_tendsto` divides the bound by $n$ and squeezes the error to zero. `pure_estimator_tendsto` applies the continuous map `f` and takes the limit of a quotient. Finally, `geometric_convergence_witness` proves the formula for $G^k$ by induction and reads off the norm.

The algebra turns on `Finset.sum_range_succ'`. The version with the prime removes the term $k=0$ from a sum over `range (n + 1)` and shifts the remaining indices up by one. That removes the newest measurement, and the exponent in the shifted terms becomes `(n + 1) - (k + 1)`, which `Nat.add_sub_add_right` turns into `n - k` with no side condition. This matters because subtraction of natural numbers in Lean stops at zero. The version without the prime would remove $k=n$, the earliest measurement, and leave exponents $n+1-k$. Rewriting these as $(n-k)+1$ requires $k\le n$ in every term, and the resulting recursion adds its factor $G$ on the right.

## The same step in a diffusion Monte Carlo code

For an observable that depends only on the configuration, with branching walkers of unit weight and accumulators that start at zero, the block step is a short loop:

```
repeat n times:
    move and branch all walkers   # copies inherit acc
    for each walker: acc += O(x)
estimate = sum(acc) / (n * number of walkers)
```

In $OG$ the measurement follows the move; measuring before the move would put $GO$ in its place. Measuring between the move and the branching would give the same sums as the loop above, because copies share a position and inherit the accumulator. Without population control, the expected sum of the accumulators is $f(A_n)$ and the expected number of walkers is $f(G^n)$, where $f$ counts the population grown from the initial one.

With importance sampling, $G$ is the transformed propagator $\psi_TG_0\psi_T^{-1}$, where $G_0$ is the original one and $\psi_T$ acts by multiplication. Its limit $P$ is in general not symmetric, but for a local $O$ the inner factors of $\psi_T$ cancel in $POP$, which is again $\langle\psi_0|O|\psi_0\rangle P$, so the ratio is still the pure value. In a finite population, long runs leave survivors that share ever fewer ancestors, so the early parts of their accumulators coincide, and averaging over the survivors reduces the statistical noise less than their number suggests. The $1/n$ bound controls only the systematic end effects of a propagator that converges geometrically and says nothing about this noise.
